# Band edges ±h and ±√(h² + 4t²) of the infinite-coordination Néel Bethe lattice in a static staggered field

A Green function computed with a finite broadening has spectral weight at every energy. The tails reach into the gap of an antiferromagnet, and a gap read from such a curve depends on the broadening and on the threshold chosen. For the Néel state on the Bethe lattice with infinitely many neighbours, the edges follow from algebra at real energy. Here h ≠ 0 is a static staggered field and t ≠ 0 is the scaled hopping, for which the band at h = 0 has half-width 2|t|.

## Two sublattices, two coupled equations

Take one spin species. Its on-site energy is +h on one sublattice and −h on the other, and every neighbour of a site belongs to the opposite sublattice. Let A and B be the local Green functions of the two sublattices at energy w. In the limit of many neighbours, with the hopping scaled so that t stays finite, each site sees the other sublattice through the hybridisation t²B or t²A:

A(w − h − t²B) = 1

B(w + h − t²A) = 1

The letter A is a Green function here, often written G_A(ω); for the retarded solution, the spectral function is −Im A/π. The opposite spin has A and B exchanged.

The field h stands for half of a static mean-field splitting between the on-site energies of the two sublattices, as in Slater's picture of an antiferromagnet. It is a given number: no equation ties it to an interaction or to the magnetisation, and a frequency-dependent self-energy is excluded.

`IsSelfConsistent` is the pair of equations over an arbitrary field `K`, so real and complex solutions share one definition. Writing the equations as products avoids division.

```lean
import Mathlib

namespace NeelBetheLattice

/-- The local Green-function equations of the Néel state on the Bethe lattice with infinitely many
neighbours, in a given static staggered field: `A` and `B` are the local Green functions of the two
sublattices at energy `w`, with staggered field `h` and hopping scale `t`. -/
def IsSelfConsistent {K : Type*} [Field K] (t h w A B : K) : Prop :=
  A * (w - h - t ^ 2 * B) = 1 ∧ B * (w + h - t ^ 2 * A) = 1
```

## The ratio of the two Green functions

Both equations contain the term −t²AB. Subtracting the second from the first removes it and leaves

A(w − h) = B(w + h).

```lean
/-- The two sublattice Green functions are in the ratio `(w + h) : (w - h)`, written here
without division. -/
theorem sublattice_balance {K : Type*} [Field K] {t h w A B : K}
    (H : IsSelfConsistent t h w A B) : A * (w - h) = B * (w + h) := by
  linear_combination H.1 - H.2
```

## No solution at w = ±h

At w = h the balance reads 0 = 2hB. Since h ≠ 0, B = 0, and the second equation becomes 0 = 1. At w = −h it reads −2hA = 0, so A = 0 and the first equation fails.

The proof splits w² = h² into these two cases. The assumption `CharZero K` ensures that 2 ≠ 0; it holds for real and complex numbers.

```lean
/-- Over a field of characteristic zero, and for a nonzero staggered field `h`, the two coupled
equations have no solution at the energies `w = h` and `w = -h`. -/
theorem no_solution_at_inner_edge {K : Type*} [Field K] [CharZero K] {t h w : K}
    (hh : h ≠ 0) (hw : w ^ 2 = h ^ 2) (A B : K) : ¬ IsSelfConsistent t h w A B := by
  intro H
  have b := sublattice_balance H
  have h1 := H.1
  have h2 := H.2
  rcases sq_eq_sq_iff_eq_or_eq_neg.mp hw with e | e
  · rw [e] at b
    have h0 : B * (2 * h) = 0 := by linear_combination -b
    have hB : B = 0 := (mul_eq_zero.1 h0).resolve_right (mul_ne_zero two_ne_zero hh)
    rw [hB, zero_mul] at h2
    exact zero_ne_one h2
  · rw [e] at b
    have h0 : A * (2 * h) = 0 := by linear_combination -b
    have hA : A = 0 := (mul_eq_zero.1 h0).resolve_right (mul_ne_zero two_ne_zero hh)
    rw [hA, zero_mul] at h1
    exact zero_ne_one h1
```

## One quadratic equation for a common amplitude

For w² ≠ h², define g = A/(w + h). The balance then gives

A = (w + h)g, B = (w − h)g.

Inserting these into either original equation gives the same condition:

(w² − h²)(g − t²g²) = 1.

Conversely, any g obeying this condition yields a solution of both equations. The lemma states this equivalence; g is an auxiliary amplitude, not itself a local Green function.

```lean
/-- Away from `w ^ 2 = h ^ 2`, the two coupled equations are equivalent to one quadratic equation
for a common amplitude `g`. -/
theorem selfConsistent_iff_amplitude {K : Type*} [Field K] {t h w A B : K}
    (hw : w ^ 2 ≠ h ^ 2) : IsSelfConsistent t h w A B ↔
      ∃ g, A = (w + h) * g ∧ B = (w - h) * g ∧
        (w ^ 2 - h ^ 2) * (g - t ^ 2 * g ^ 2) = 1 := by
  have hp : w + h ≠ 0 := fun e => hw (by linear_combination (w - h) * e)
  constructor
  · intro H
    have b := sublattice_balance H
    obtain ⟨g, hg⟩ : ∃ g, A = (w + h) * g := ⟨A / (w + h), by field_simp⟩
    have hB : B = (w - h) * g :=
      mul_left_cancel₀ hp (by linear_combination -b + (w - h) * hg)
    have h1 := H.1
    rw [hg, hB] at h1
    exact ⟨g, hg, hB, by linear_combination h1⟩
  · rintro ⟨g, rfl, rfl, hg⟩
    exact ⟨by linear_combination hg, by linear_combination hg⟩
```

## Where real solutions exist

Write D = w² − h² and u = 2t²g − 1. Multiplying the quadratic by 4t² and completing the square gives

D(1 − u²) = 4t²,

and therefore

u² = (D − 4t²)/D.

A real u requires the right-hand side to be non-negative. For D < 0 it is positive, because numerator and denominator are both negative. For 0 < D < 4t² it is negative. For D ≥ 4t² it is non-negative. The case D = 0 has already been excluded. Real A and B therefore exist exactly when

w² < h² or w² ≥ h² + 4t².

In the theorem, `t` and `h` are real and nonzero, of either sign, and `w` is any real energy. The forward direction assumes 0 ≤ D < 4t² and finds D(1 − u²) ≤ D < 4t², a contradiction that `nlinarith` closes. The reverse direction takes a square root s of (D − 4t²)/D and builds g = (1 + s)/(2t²).

The condition h ≠ 0 matters at w = 0: with h = 0, the real pair A = 1/t, B = −1/t solves both equations there, although w² = 0 lies in neither range.

```lean
/-- For nonzero hopping and staggered field, real sublattice Green functions exist exactly
when `w ^ 2 < h ^ 2` or `w ^ 2 ≥ h ^ 2 + 4 * t ^ 2`. -/
theorem exists_real_iff {t h : ℝ} (ht : t ≠ 0) (hh : h ≠ 0) (w : ℝ) :
    (∃ A B : ℝ, IsSelfConsistent t h w A B) ↔
      w ^ 2 < h ^ 2 ∨ h ^ 2 + 4 * t ^ 2 ≤ w ^ 2 := by
  have ht2 : 0 < t ^ 2 := by positivity
  constructor
  · rintro ⟨A, B, H⟩
    have hw : w ^ 2 ≠ h ^ 2 := fun e => no_solution_at_inner_edge hh e A B H
    obtain ⟨g, -, -, hg⟩ := (selfConsistent_iff_amplitude hw).1 H
    by_contra! hc
    -- complete the square in the quadratic equation
    have key : (w ^ 2 - h ^ 2) * (1 - (2 * t ^ 2 * g - 1) ^ 2) = 4 * t ^ 2 := by
      linear_combination 4 * t ^ 2 * hg
    nlinarith [mul_nonneg (sub_nonneg.2 hc.1) (sq_nonneg (2 * t ^ 2 * g - 1))]
  · intro hc
    have hw : w ^ 2 ≠ h ^ 2 := by
      intro e
      rcases hc with hc | hc <;> linarith
    have hq : 0 ≤ (w ^ 2 - h ^ 2 - 4 * t ^ 2) / (w ^ 2 - h ^ 2) := by
      rcases hc with hc | hc
      · exact div_nonneg_of_nonpos (by linarith) (by linarith)
      · exact div_nonneg (by linarith) (by linarith)
    -- the square root of the reduced discriminant gives a real amplitude
    obtain ⟨s, hs⟩ : ∃ s : ℝ, s ^ 2 = (w ^ 2 - h ^ 2 - 4 * t ^ 2) / (w ^ 2 - h ^ 2) :=
      ⟨_, Real.sq_sqrt hq⟩
    rw [eq_div_iff (sub_ne_zero.2 hw)] at hs
    obtain ⟨g, hg⟩ : ∃ g : ℝ, 2 * t ^ 2 * g = 1 + s :=
      ⟨(1 + s) / (2 * t ^ 2), by field_simp⟩
    refine ⟨_, _, (selfConsistent_iff_amplitude hw).2 ⟨g, rfl, rfl, ?_⟩⟩
    have h4 : 4 * t ^ 2 ≠ 0 := by positivity
    apply mul_left_cancel₀ h4
    linear_combination -(w ^ 2 - h ^ 2) * (2 * t ^ 2 * g - 1 + s) * hg - hs
```

The completed square enters the proof as `key`, through the tactic `linear_combination`. Given a proposed combination of known equations, the tactic subtracts that combination from the goal and asks `ring` to verify that what remains is an identity. Here the known equation is `hg`, the quadratic for g, and the combination is `4 * t ^ 2 * hg`. The remaining identity is

D(1 − (2t²g − 1)²) − 4t² = 4t²[D(g − t²g²) − 1].

The multiplier 4t² is the factor used by hand. The same tactic subtracts the two original equations in `sublattice_balance`, where the combination is `H.1 - H.2`. Since it needs only commutative algebra, it serves real and complex numbers alike; the inequalities are handled separately.

## The edges as energies

For h > 0, taking square roots turns the complementary condition h² ≤ w² < h² + 4t² into

h ≤ |w| < √(h² + 4t²).

The inner endpoints belong to this set because no solution exists there. The outer endpoints do not, because a real solution exists there. The gap between the inner edges has width 2h.

```lean
/-- For nonzero hopping and a positive staggered field, the energies without real Green
functions are those with `|w|` from `h` up to, but excluding, `√(h ^ 2 + 4 * t ^ 2)`. -/
theorem no_real_iff_band {t h : ℝ} (ht : t ≠ 0) (hh : 0 < h) (w : ℝ) :
    (¬ ∃ A B : ℝ, IsSelfConsistent t h w A B) ↔
      h ≤ |w| ∧ |w| < √(h ^ 2 + 4 * t ^ 2) := by
  have e : h ^ 2 ≤ w ^ 2 ↔ h ≤ |w| := by
    rw [← sq_abs w]
    exact pow_le_pow_iff_left₀ hh.le (abs_nonneg w) two_ne_zero
  rw [exists_real_iff ht hh.ne', not_or, not_lt, not_le, e,
    Real.lt_sqrt (abs_nonneg w), sq_abs]
```

## Real and imaginary parts of the amplitude

The existence of a real solution does not by itself rule out a complex one at the same energy. Let g = x + iy with x and y real, keeping t, h and w real. Then Im A = (w + h)y, and the quadratic separates into

D(x − t²(x² − y²)) = 1

y(1 − 2t²x) = 0.

The second line uses D ≠ 0. In Lean, `K := ℂ` places the real parameters among the complex numbers, and the proof takes the two parts of the amplitude equation.

```lean
/-- Away from `w ^ 2 = h ^ 2`, any complex solution with real `t`, `h` and `w` has real numbers `x`
and `y` (the parts of its amplitude) that give the imaginary part of `A` as `(w + h) * y` and
satisfy the two real equations below. -/
theorem amplitude_parts {t h w : ℝ} {A B : ℂ} (hw : w ^ 2 ≠ h ^ 2)
    (H : IsSelfConsistent (K := ℂ) t h w A B) :
    ∃ x y : ℝ, A.im = (w + h) * y ∧
      (w ^ 2 - h ^ 2) * (x - t ^ 2 * (x ^ 2 - y ^ 2)) = 1 ∧
      y * (1 - 2 * t ^ 2 * x) = 0 := by
  have hwc : (w : ℂ) ^ 2 ≠ (h : ℂ) ^ 2 := by exact_mod_cast hw
  obtain ⟨g, hA, -, hg⟩ := (selfConsistent_iff_amplitude hwc).1 H
  have hr := congrArg Complex.re hg
  have hi := congrArg Complex.im hg
  simp only [pow_two, Complex.mul_re, Complex.mul_im, Complex.sub_re, Complex.sub_im,
    Complex.ofReal_re, Complex.ofReal_im, Complex.one_re, Complex.one_im] at hr hi
  refine ⟨g.re, g.im, ?_, by linear_combination hr,
    mul_left_cancel₀ (sub_ne_zero.2 hw) (by linear_combination hi)⟩
  rw [hA]
  simp only [Complex.mul_im, Complex.add_re, Complex.add_im, Complex.ofReal_re,
    Complex.ofReal_im]
  ring
```

## Every solution is real outside the band

If Im A = 0, then y = 0 because w + h ≠ 0. The number x satisfies the real quadratic, and the real criterion applies.

If y ≠ 0, the second equation fixes x = 1/(2t²), and the first becomes

D(1 + 4t⁴y²) = 4t².

This forces 0 < D < 4t². Outside that interval y must vanish, so Im A = 0. The theorem applies to any complex solution, whichever root it comes from.

```lean
/-- For nonzero hopping and staggered field, the imaginary part of `A` in any complex solution
vanishes exactly when `w ^ 2 < h ^ 2` or `w ^ 2 ≥ h ^ 2 + 4 * t ^ 2`. -/
theorem im_eq_zero_iff {t h w : ℝ} {A B : ℂ} (ht : t ≠ 0) (hh : h ≠ 0)
    (H : IsSelfConsistent (K := ℂ) t h w A B) :
    A.im = 0 ↔ w ^ 2 < h ^ 2 ∨ h ^ 2 + 4 * t ^ 2 ≤ w ^ 2 := by
  have hw : w ^ 2 ≠ h ^ 2 := fun e =>
    no_solution_at_inner_edge (K := ℂ) (by exact_mod_cast hh) (by exact_mod_cast e) A B H
  have hp : w + h ≠ 0 := fun e => hw (by linear_combination (w - h) * e)
  obtain ⟨x, y, hA, h1, h2⟩ := amplitude_parts hw H
  constructor
  · intro h0
    rw [hA] at h0
    have hy := (mul_eq_zero.1 h0).resolve_left hp
    rw [hy] at h1
    exact (exists_real_iff ht hh w).1 ⟨_, _, (selfConsistent_iff_amplitude hw).2
      ⟨x, rfl, rfl, by linear_combination h1⟩⟩
  · intro hc
    by_contra h0
    have hy : y ≠ 0 := fun e => h0 (by rw [hA, e, mul_zero])
    have hx := (mul_eq_zero.1 h2).resolve_left hy
    -- a nonzero imaginary part forces the energy into the band
    have key : (w ^ 2 - h ^ 2) * (1 + 4 * t ^ 4 * y ^ 2) = 4 * t ^ 2 := by
      linear_combination 4 * t ^ 2 * h1 + (w ^ 2 - h ^ 2) * (1 - 2 * t ^ 2 * x) * hx
    have ht2 : 0 < t ^ 2 := by positivity
    have hpos : 0 < 4 * t ^ 4 * y ^ 2 := by positivity
    rcases hc with hc | hc
    · nlinarith [mul_pos (sub_pos.2 hc) hpos]
    · have hD : 0 < w ^ 2 - h ^ 2 := by linarith
      nlinarith [mul_pos hD hpos]
```

## The spectral weight inside the band

For 0 < D < 4t², y = 0 is impossible by the real criterion's argument. Solving the last equation for y² gives

y² = (4t² − D)/(4t⁴D),

and multiplication by (w + h)² gives

(Im A)² = (w + h)(h² + 4t² − w²)/(4t⁴(w − h)).

This theorem allows h = 0 with w ≠ 0, where it reduces to (4t² − w²)/(4t⁴), the square of the familiar semi-elliptic form. For h > 0, the expression diverges as w approaches h from above.

```lean
/-- For nonzero hopping and `h ^ 2 < w ^ 2 < h ^ 2 + 4 * t ^ 2`, this is the squared imaginary
part of the Green function `A` in any complex solution. -/
theorem band_im_sq {t h w : ℝ} {A B : ℂ} (ht : t ≠ 0) (hl : h ^ 2 < w ^ 2)
    (hu : w ^ 2 < h ^ 2 + 4 * t ^ 2) (H : IsSelfConsistent (K := ℂ) t h w A B) :
    A.im ^ 2 = (w + h) * (h ^ 2 + 4 * t ^ 2 - w ^ 2) / (4 * t ^ 4 * (w - h)) := by
  obtain ⟨x, y, hA, h1, h2⟩ := amplitude_parts hl.ne' H
  have hy : y ≠ 0 := by
    intro e
    rw [e] at h1
    have key : (w ^ 2 - h ^ 2) * (1 - (2 * t ^ 2 * x - 1) ^ 2) = 4 * t ^ 2 := by
      linear_combination 4 * t ^ 2 * h1
    nlinarith [mul_nonneg (sub_pos.2 hl).le (sq_nonneg (2 * t ^ 2 * x - 1))]
  have hx := (mul_eq_zero.1 h2).resolve_left hy
  have hm : w - h ≠ 0 := fun e => hl.ne' (by linear_combination (w + h) * e)
  have h4 : 4 * t ^ 4 ≠ 0 := by positivity
  rw [hA, eq_div_iff (mul_ne_zero h4 hm)]
  linear_combination (w + h) * (4 * t ^ 2 * h1 +
    (w ^ 2 - h ^ 2) * (1 - 2 * t ^ 2 * x) * hx)
```

## A solution with the retarded sign

A retarded Green function needs a non-positive imaginary part. Inside the band |w| > |h|, so w + h and w − h both have the sign of w. Taking x = 1/(2t²) and giving y the sign opposite to w makes

Im A = (w + h)y < 0, Im B = (w − h)y < 0.

The proof constructs this g and checks the real and imaginary parts of its quadratic.

```lean
/-- For nonzero hopping and `h ^ 2 < w ^ 2 < h ^ 2 + 4 * t ^ 2`, there is a complex solution in
which both sublattice Green functions have negative imaginary part. -/
theorem exists_retarded {t h w : ℝ} (ht : t ≠ 0) (hl : h ^ 2 < w ^ 2)
    (hu : w ^ 2 < h ^ 2 + 4 * t ^ 2) :
    ∃ A B : ℂ, IsSelfConsistent (K := ℂ) t h w A B ∧ A.im < 0 ∧ B.im < 0 := by
  have hM : 0 < 4 * t ^ 4 * (w ^ 2 - h ^ 2) := mul_pos (by positivity) (sub_pos.2 hl)
  have hq : 0 < (h ^ 2 + 4 * t ^ 2 - w ^ 2) / (4 * t ^ 4 * (w ^ 2 - h ^ 2)) :=
    div_pos (by linarith) hM
  obtain ⟨s, hs0, hs⟩ : ∃ s : ℝ, 0 < s ∧
      s ^ 2 = (h ^ 2 + 4 * t ^ 2 - w ^ 2) / (4 * t ^ 4 * (w ^ 2 - h ^ 2)) :=
    ⟨_, Real.sqrt_pos.2 hq, Real.sq_sqrt hq.le⟩
  rw [eq_div_iff hM.ne'] at hs
  -- the sign of the root is chosen opposite to the sign of the energy
  obtain ⟨b, hb, hbA, hbB⟩ : ∃ b : ℝ, b ^ 2 = s ^ 2 ∧ (w + h) * b < 0 ∧ (w - h) * b < 0 := by
    have habs := sq_lt_sq.1 hl
    rcases lt_or_ge 0 w with h0 | h0
    · rw [abs_of_pos h0] at habs
      obtain ⟨h1, h2⟩ := abs_lt.1 habs
      exact ⟨-s, by ring, mul_neg_of_pos_of_neg (by linarith) (by linarith),
        mul_neg_of_pos_of_neg (by linarith) (by linarith)⟩
    · rw [abs_of_nonpos h0] at habs
      obtain ⟨h1, h2⟩ := abs_lt.1 habs
      exact ⟨s, rfl, mul_neg_of_neg_of_pos (by linarith) hs0,
        mul_neg_of_neg_of_pos (by linarith) hs0⟩
  obtain ⟨a, ha⟩ : ∃ a : ℝ, 2 * t ^ 2 * a = 1 := ⟨1 / (2 * t ^ 2), by field_simp⟩
  have h4 : 4 * t ^ 2 ≠ 0 := by positivity
  have hre : (w ^ 2 - h ^ 2) * (a - t ^ 2 * (a ^ 2 - b ^ 2)) = 1 := by
    apply mul_left_cancel₀ h4
    linear_combination -(w ^ 2 - h ^ 2) * (2 * t ^ 2 * a - 1) * ha + hs +
      4 * t ^ 4 * (w ^ 2 - h ^ 2) * hb
  have hwc : (w : ℂ) ^ 2 ≠ (h : ℂ) ^ 2 := by exact_mod_cast hl.ne'
  refine ⟨_, _, (selfConsistent_iff_amplitude hwc).2 ⟨⟨a, b⟩, rfl, rfl, ?_⟩, ?_, ?_⟩
  · apply Complex.ext
    · simp only [pow_two, Complex.mul_re, Complex.mul_im, Complex.sub_re, Complex.sub_im,
        Complex.ofReal_re, Complex.ofReal_im, Complex.one_re]
      linear_combination hre
    · simp only [pow_two, Complex.mul_re, Complex.mul_im, Complex.sub_re, Complex.sub_im,
        Complex.ofReal_re, Complex.ofReal_im, Complex.one_im]
      linear_combination -(w ^ 2 - h ^ 2) * b * ha
  · simp only [Complex.mul_im, Complex.add_re, Complex.add_im, Complex.ofReal_re,
      Complex.ofReal_im]
    linarith
  · simp only [Complex.mul_im, Complex.sub_re, Complex.sub_im, Complex.ofReal_re,
      Complex.ofReal_im]
    linarith

end NeelBetheLattice
```

```lean
#print axioms NeelBetheLattice.no_real_iff_band
-- 'NeelBetheLattice.no_real_iff_band' depends on axioms: [propext, Classical.choice, Quot.sound]
#print axioms NeelBetheLattice.im_eq_zero_iff
-- 'NeelBetheLattice.im_eq_zero_iff' depends on axioms: [propext, Classical.choice, Quot.sound]
#print axioms NeelBetheLattice.band_im_sq
-- 'NeelBetheLattice.band_im_sq' depends on axioms: [propext, Classical.choice, Quot.sound]
#print axioms NeelBetheLattice.exists_retarded
-- 'NeelBetheLattice.exists_retarded' depends on axioms: [propext, Classical.choice, Quot.sound]
```

The remaining step to a physical spectrum is to identify these solutions with the limit of the Green functions as the energy approaches the real axis from above. The theorems treat the equations at real energy only and do not take that limit. For a two-sublattice calculation on this Bethe lattice in dynamical mean-field theory, restricted to a static staggered field, the formulas provide reference values for the gap and the outer edges.

## Numbers for t = 2 and h = 3

Here √(h² + 4t²) = √(9 + 16) = 5. The bands occupy 3 < |w| < 5, and the gap is 6.

At w = 4, D = 7, x = 1/8 and y² = 9/448. The solution with negative imaginary parts is

A = 7/8 − (3√7/8)i, B = 1/8 − (3/(8√7))i.

In the first equation, w − h − t²B = 1/2 + (3/(2√7))i. Its product with A has real part 7/16 + 9/16 = 1 and imaginary part 3√7/16 − 3√7/16 = 0.

At w = 0, in the gap, u = ±5/3. The two solutions are (A, B) = (1, −1) and (−1/4, 1/4), both real. At the outer edge w = 5, u = 0 gives the single solution A = 1, B = 1/4.
